# For unit bonds, K-edge and p→d L-edge EXAFS weights sum to N at every polarization exactly when ∑nnᵀ = (N/3)I

Take three bonds along $x$, $y$ and $z$, with the X-ray polarization $e$ along $z$. At the K edge a bond along the unit vector $n$ has weight $3(n\cdot e)^2$, so the three contribute $0+0+3=3$. At the L edge the weight is $\lvert(3nn^T-I)e\rvert^2/2$. The tensor of the $z$ bond doubles $e$, while those of the other two reverse it, giving $\tfrac12+\tfrac12+2=3$. The distributions differ, but both totals equal the number of bonds.

These weights belong to single-scattering, plane-wave EXAFS: s→p at the K edge, and p→d alone at the L edge, with the p→s channel and its interference neglected. Here "L edge" means L₂ or L₃; the L₁ edge starts from an s state and has the K-edge weight. They are taken as definitions here, not derived from the absorption cross-section.

```lean
import Mathlib

open Matrix

namespace EXAFSPolarization

noncomputable section
```

This loads the Mathlib library. Below, `⬝ᵥ` is the dot product and `*ᵥ` applies a matrix to a vector.

```lean
/-- The traceless tensor `3 n nᵀ - I` of a bond along the unit vector `n`. -/
def bondTensor (n : Fin 3 → ℝ) : Matrix (Fin 3) (Fin 3) ℝ :=
  (3 : ℝ) • vecMulVec n n - 1
```

A vector is a function `Fin 3 → ℝ`, that is, three real components numbered 0, 1, 2. `vecMulVec n n` is $nn^T$, and `1` is the identity matrix. The tensor $3nn^T-I$ carries the d-wave angular dependence.

```lean
/-- The K-edge polarization weight `3 (n·e)²` of a bond `n` for polarization `e`. -/
def kWeight (n e : Fin 3 → ℝ) : ℝ := 3 * (n ⬝ᵥ e) ^ 2
```

This is $3(n\cdot e)^2$. Unit length is not built in; theorems that need it assume it.

```lean
/-- The L-edge polarization weight: half the squared length of `(3 n nᵀ - I) e`. -/
def lWeight (n e : Fin 3 → ℝ) : ℝ :=
  ((bondTensor n *ᵥ e) ⬝ᵥ (bondTensor n *ᵥ e)) / 2
```

The squared length is written as a dot product because Lean's default norm on `Fin 3 → ℝ` is the largest absolute component. With vectors in `EuclideanSpace ℝ (Fin 3)`, the definition could use the norm directly; the mathematics would be unchanged.

```lean
/-- The vector `cos θ e + sin θ u`. When `e` and `u` are orthonormal and `0 ≤ θ ≤ π`, it is a unit
vector at angle `θ` from `e`. -/
def bondAt (e u : Fin 3 → ℝ) (θ : ℝ) : Fin 3 → ℝ :=
  Real.cos θ • e + Real.sin θ • u
```

This is $n(\theta)=\cos\theta\,e+\sin\theta\,u$, where $u$ fixes the azimuth.

```lean
/-- The sum of `n nᵀ` over the bonds of a shell. -/
def shellTensor {ι : Type*} [Fintype ι] (n : ι → Fin 3 → ℝ) : Matrix (Fin 3) (Fin 3) ℝ :=
  ∑ i, vecMulVec (n i) (n i)
```

The label `i` runs over a finite set `ι` of bonds, and $T=\sum_i n_in_i^T$.

```lean
/-- A shell of `N` bonds is isotropic when its tensor `∑ n nᵀ` is `(N/3) I`. -/
def IsIsotropicShell {ι : Type*} [Fintype ι] (n : ι → Fin 3 → ℝ) : Prop :=
  shellTensor n = ((Fintype.card ι : ℝ) / 3) • (1 : Matrix (Fin 3) (Fin 3) ℝ)
```

With $N$ the number of bonds, "isotropic" means $T=(N/3)I$. This restricts only the second moment of the bond directions.

```lean
/-- The bond tensor sends the polarization `e` to `3 (n·e) n - e`. -/
theorem bondTensor_mulVec (n e : Fin 3 → ℝ) :
    bondTensor n *ᵥ e = (3 * (n ⬝ᵥ e)) • n - e := by
  ext i
  fin_cases i <;>
    simp [bondTensor, Matrix.mulVec, dotProduct, Fin.sum_univ_three,
      vecMulVec_apply, Matrix.one_apply] <;> ring
```

Since $nn^Te=(n\cdot e)n$, the tensor gives $3(n\cdot e)n-e$. Lean checks the three components separately.

```lean
/-- For unit bond direction and unit polarization the L-edge weight is `(1 + 3 (n·e)²)/2`. -/
theorem lWeight_eq (n e : Fin 3 → ℝ) (hn : n ⬝ᵥ n = 1) (he : e ⬝ᵥ e = 1) :
    lWeight n e = (1 + 3 * (n ⬝ᵥ e) ^ 2) / 2 := by
  rw [lWeight, bondTensor_mulVec]
  simp only [sub_dotProduct, dotProduct_sub, smul_dotProduct, dotProduct_smul,
    smul_eq_mul, hn, he, dotProduct_comm e n]
  ring
```

Write $c=n\cdot e$. For unit vectors,
$$\lvert 3cn-e\rvert^2=9c^2-6c^2+1=1+3c^2,$$
and halving gives the claim. The `simp only` step expands the dot products and inserts the unit lengths; `ring` collects terms.

```lean
/-- For unit bond direction and unit polarization, the K-edge weight is 1, the L-edge weight is 1,
and the two weights coincide, each exactly at the magic angle `(n·e)² = 1/3`. -/
theorem magic_angle (n e : Fin 3 → ℝ) (hn : n ⬝ᵥ n = 1) (he : e ⬝ᵥ e = 1) :
    (kWeight n e = 1 ↔ (n ⬝ᵥ e) ^ 2 = 1 / 3) ∧
    (lWeight n e = 1 ↔ (n ⬝ᵥ e) ^ 2 = 1 / 3) ∧
    (lWeight n e = kWeight n e ↔ (n ⬝ᵥ e) ^ 2 = 1 / 3) := by
  rw [lWeight_eq n e hn he, kWeight]
  refine ⟨⟨fun h => ?_, fun h => ?_⟩, ⟨fun h => ?_, fun h => ?_⟩,
    ⟨fun h => ?_, fun h => ?_⟩⟩ <;> linarith
```

Each of the conditions $3c^2=1$, $(1+3c^2)/2=1$ and $(1+3c^2)/2=3c^2$ reduces to $c^2=1/3$, an angle of about $54.7^\circ$ for positive $c$. All are linear in $c^2$, so `linarith` settles both directions of each equivalence.

```lean
/-- For a unit polarization `e` and a unit vector `u` perpendicular to it, which fixes the azimuth,
both weights average to 1 over the polar angle between bond and polarization, taken with the
solid-angle measure `sin θ dθ / 2`. -/
theorem polar_average (e u : Fin 3 → ℝ) (he : e ⬝ᵥ e = 1) (hu : u ⬝ᵥ u = 1)
    (hue : u ⬝ᵥ e = 0) :
    (1 / 2 * ∫ θ in (0 : ℝ)..Real.pi, kWeight (bondAt e u θ) e * Real.sin θ) = 1 ∧
    (1 / 2 * ∫ θ in (0 : ℝ)..Real.pi, lWeight (bondAt e u θ) e * Real.sin θ) = 1 := by
  have hdot : ∀ θ, bondAt e u θ ⬝ᵥ e = Real.cos θ := fun θ => by
    simp only [bondAt, add_dotProduct, smul_dotProduct, smul_eq_mul, he, hue]
    ring
  have hunit : ∀ θ, bondAt e u θ ⬝ᵥ bondAt e u θ = 1 := fun θ => by
    simp only [bondAt, add_dotProduct, dotProduct_add, smul_dotProduct, dotProduct_smul,
      smul_eq_mul, he, hu, hue, dotProduct_comm e u]
    linear_combination Real.sin_sq_add_cos_sq θ
  have hK : ∀ θ, kWeight (bondAt e u θ) e = 3 * Real.cos θ ^ 2 := fun θ => by
    rw [kWeight, hdot]
  have hL : ∀ θ, lWeight (bondAt e u θ) e = (1 + 3 * Real.cos θ ^ 2) / 2 := fun θ => by
    rw [lWeight_eq _ _ (hunit θ) he, hdot]
  -- explicit antiderivatives in the polar angle
  have dK : ∀ θ : ℝ, HasDerivAt (fun x => -(Real.cos x * Real.cos x * Real.cos x))
      (3 * Real.cos θ ^ 2 * Real.sin θ) θ := fun θ => by
    have hc := Real.hasDerivAt_cos θ
    exact ((hc.fun_mul hc).fun_mul hc).fun_neg.congr_deriv (by ring)
  have dL : ∀ θ : ℝ, HasDerivAt
      (fun x => (-(Real.cos x * Real.cos x * Real.cos x) - Real.cos x) / 2)
      ((1 + 3 * Real.cos θ ^ 2) / 2 * Real.sin θ) θ := fun θ =>
    (((dK θ).fun_sub (Real.hasDerivAt_cos θ)).div_const 2).congr_deriv (by ring)
  constructor
  · simp only [hK]
    rw [intervalIntegral.integral_eq_sub_of_hasDerivAt (fun θ _ => dK θ)
      (Continuous.intervalIntegrable (by fun_prop) _ _)]
    norm_num [Real.cos_pi, Real.cos_zero]
  · simp only [hL]
    rw [intervalIntegral.integral_eq_sub_of_hasDerivAt (fun θ _ => dL θ)
      (Continuous.intervalIntegrable (by fun_prop) _ _)]
    norm_num [Real.cos_pi, Real.cos_zero]
```

For unit $u$ perpendicular to $e$, $n(\theta)$ has unit length and $n(\theta)\cdot e=\cos\theta$; these are `hunit` and `hdot`. Then
$$\tfrac12\int_0^\pi 3\cos^2\theta\,\sin\theta\,d\theta=\tfrac12\bigl[-\cos^3\theta\bigr]_0^\pi=1,$$
$$\tfrac12\int_0^\pi \frac{1+3\cos^2\theta}{2}\,\sin\theta\,d\theta=\tfrac12\Bigl[\frac{-\cos^3\theta-\cos\theta}{2}\Bigr]_0^\pi=1.$$
`dK` and `dL` verify the antiderivatives, and the fundamental theorem of calculus evaluates the integrals.

```lean
/-- The summed K-edge weight of a shell is three times the quadratic form of its tensor. -/
theorem sum_kWeight {ι : Type*} [Fintype ι] (n : ι → Fin 3 → ℝ) (e : Fin 3 → ℝ) :
    ∑ i, kWeight (n i) e = 3 * (e ⬝ᵥ (shellTensor n *ᵥ e)) := by
  simp only [kWeight, shellTensor, dotProduct, Matrix.mulVec, Fin.sum_univ_three,
    Matrix.sum_apply, vecMulVec_apply, Finset.mul_sum, Finset.sum_mul,
    ← Finset.sum_add_distrib]
  exact Finset.sum_congr rfl fun i _ => by ring
```

Summing $(n_i\cdot e)^2=e\cdot(n_in_i^Te)$ gives $\sum_i3(n_i\cdot e)^2=3\,e\cdot Te$.

In a polarized fit within this approximation, the summed weight replaces $N$ for a shell of equivalent scatterers at one distance with equal disorder. For unit bond directions and unit $e$, a code can compute $T$ once, then use $3\,e\cdot Te$ at the K edge and $(N+3\,e\cdot Te)/2$ at the L edge for each sample orientation.

```lean
/-- A shell is isotropic if and only if its K-edge weights sum to the number of bonds for
every unit polarization. -/
theorem isotropic_iff_kWeight {ι : Type*} [Fintype ι] (n : ι → Fin 3 → ℝ) :
    IsIsotropicShell n ↔
      ∀ e : Fin 3 → ℝ, e ⬝ᵥ e = 1 → ∑ i, kWeight (n i) e = Fintype.card ι := by
  constructor
  · intro h e he
    rw [sum_kWeight, h]
    simp only [dotProduct, Fin.sum_univ_three] at he
    simp [Matrix.mulVec, dotProduct, Fin.sum_univ_three, Matrix.one_apply]
    linear_combination (Fintype.card ι : ℝ) * he
  · intro h
    have q : ∀ x y z : ℝ, x * x + y * y + z * z = 1 →
        3 * (x * (shellTensor n 0 0 * x + shellTensor n 0 1 * y + shellTensor n 0 2 * z)
          + y * (shellTensor n 1 0 * x + shellTensor n 1 1 * y + shellTensor n 1 2 * z)
          + z * (shellTensor n 2 0 * x + shellTensor n 2 1 * y + shellTensor n 2 2 * z))
        = Fintype.card ι := by
      intro x y z hxyz
      have h1 := h ![x, y, z] (by simpa [dotProduct, Fin.sum_univ_three] using hxyz)
      rw [sum_kWeight] at h1
      simpa [Matrix.mulVec, dotProduct, Fin.sum_univ_three] using h1
    have s : ∀ i j, shellTensor n i j = shellTensor n j i := fun i j => by
      simp only [shellTensor, Matrix.sum_apply, vecMulVec_apply]
      exact Finset.sum_congr rfl fun k _ => mul_comm _ _
    have s01 := s 0 1
    have s02 := s 0 2
    have s12 := s 1 2
    -- three axes fix the diagonal, three tilted polarizations the rest
    have a0 := q 1 0 0 (by norm_num)
    have a1 := q 0 1 0 (by norm_num)
    have a2 := q 0 0 1 (by norm_num)
    have b01 := q (3 / 5) (4 / 5) 0 (by norm_num)
    have b02 := q (3 / 5) 0 (4 / 5) (by norm_num)
    have b12 := q 0 (3 / 5) (4 / 5) (by norm_num)
    unfold IsIsotropicShell
    ext i j
    fin_cases i <;> fin_cases j <;> simp <;> linarith
```

If $T=(N/3)I$, the sum is $3(N/3)\,e\cdot e=N$.

Conversely, polarization along each axis gives $T_{00}=T_{11}=T_{22}=N/3$. With $e=(3/5,4/5,0)$ and $T_{01}=T_{10}$,
$$N=3\left(\tfrac{9}{25}T_{00}+\tfrac{16}{25}T_{11}+\tfrac{24}{25}T_{01}\right)=N+\tfrac{72}{25}T_{01},$$
so $T_{01}=0$. Two similar polarizations remove the other off-diagonal entries. In the proof, `q` is the sum rule in components, `s` is the symmetry of $T$, and `linarith` solves the resulting linear equations.

```lean
/-- A shell of unit bond directions is isotropic if and only if its L-edge weights sum to
the number of bonds for every unit polarization. -/
theorem isotropic_iff_lWeight {ι : Type*} [Fintype ι] (n : ι → Fin 3 → ℝ)
    (hn : ∀ i, n i ⬝ᵥ n i = 1) :
    IsIsotropicShell n ↔
      ∀ e : Fin 3 → ℝ, e ⬝ᵥ e = 1 → ∑ i, lWeight (n i) e = Fintype.card ι := by
  rw [isotropic_iff_kWeight]
  -- the L-edge sum is the mean of the K-edge sum and the number of bonds
  have key : ∀ e : Fin 3 → ℝ, e ⬝ᵥ e = 1 →
      ∑ i, lWeight (n i) e = ((Fintype.card ι : ℝ) + ∑ i, kWeight (n i) e) / 2 := by
    intro e he
    have h1 : ∀ i, lWeight (n i) e = (1 + kWeight (n i) e) / 2 := fun i =>
      lWeight_eq (n i) e (hn i) he
    simp only [h1]
    rw [← Finset.sum_div, Finset.sum_add_distrib]
    simp
  constructor
  · intro h e he
    linarith [key e he, h e he]
  · intro h e he
    linarith [key e he, h e he]
```

For unit bonds, the closed form gives
$$\sum_i L_i=\frac{N+\sum_i K_i}{2},$$
where $K_i$ and $L_i$ are the two weights of bond $i$. One sum therefore equals $N$ exactly when the other does. This identity is `key`, and it carries the K-edge equivalence over to the L edge.

```lean
/-- The six bond directions of an octahedral shell. -/
def octahedron : Fin 6 → Fin 3 → ℝ :=
  ![![1, 0, 0], ![-1, 0, 0], ![0, 1, 0], ![0, -1, 0], ![0, 0, 1], ![0, 0, -1]]
```

These are the six directions $\pm x,\pm y,\pm z$.

```lean
/-- The octahedral shell consists of unit vectors and is isotropic. -/
theorem octahedron_witness :
    (∀ i, octahedron i ⬝ᵥ octahedron i = 1) ∧ IsIsotropicShell octahedron := by
  constructor
  · intro i
    fin_cases i <;> simp [octahedron, dotProduct, Fin.sum_univ_three]
  · unfold IsIsotropicShell
    ext i j
    fin_cases i <;> fin_cases j <;>
      simp [shellTensor, octahedron, Fin.sum_univ_six] <;> norm_num

end

end EXAFSPolarization
```

Each axis occurs twice, so $T=2I=(6/3)I$. Lean checks the six lengths and nine matrix entries. By the two equivalences, the octahedron's summed weight is 6 at either edge for every unit polarization.

```lean
#print axioms EXAFSPolarization.magic_angle
-- 'EXAFSPolarization.magic_angle' depends on axioms: [propext, Classical.choice, Quot.sound]
#print axioms EXAFSPolarization.polar_average
-- 'EXAFSPolarization.polar_average' depends on axioms: [propext, Classical.choice, Quot.sound]
#print axioms EXAFSPolarization.isotropic_iff_lWeight
-- 'EXAFSPolarization.isotropic_iff_lWeight' depends on axioms: [propext, Classical.choice, Quot.sound]
```
